# Two nodal cells for two or more same-spin fermions when 3-cycles stay in a cell and permuted copies reach every cell

A nodal cell of a real fermionic wave function $\psi$ is a largest region of configuration space in which any two points can be joined by a path that avoids the node $\psi=0$. In fixed-node diffusion Monte Carlo the walkers are confined to the cells they start in. If the cells are not copies of one another, the result can depend on which cells hold walkers. The question here is when two or more fermions of the same spin have exactly two cells, one for each sign of $\psi$.

Below, $g$ is a permutation of the $n$ particle labels, $gx$ is the permuted configuration, $\operatorname{sgn}(g)=\pm1$ is its sign, and $x\sim y$ means that $x$ and $y$ lie in the same cell. The word "exchange" stands for any permutation, not only a swap of two particles.

## Configurations, antisymmetry and cells

In Lean 4 with Mathlib:

```lean
import Mathlib

open Equiv

namespace FixedNodeTwoCells

variable {α X : Type*} [Fintype α] [DecidableEq α] [MulAction (Perm α) X]
```

The finite type `α` holds the particle labels and `X` the configurations. `Perm α` is the group $S_n$, and `MulAction` says that it acts on `X`, so that $(ab)x=a(bx)$ and the identity does nothing. Nothing else is assumed about `X` yet.

```lean
/-- A real wave function is fermionic if a permutation of the particle labels multiplies
it by the sign of the permutation. -/
def IsFermionic (α : Type*) {X : Type*} [Fintype α] [DecidableEq α]
    [MulAction (Perm α) X] (ψ : X → ℝ) : Prop :=
  ∀ (g : Perm α) (x : X), ψ (g • x) = ((Perm.sign g : ℤ) : ℝ) * ψ x
```

`IsFermionic` is the condition $\psi(gx)=\operatorname{sgn}(g)\,\psi(x)$ for all $g$ and $x$. The double type annotation turns the sign into a real number. When `X` holds positions only, this describes fermions of one spin species. A spatial function for electrons with assigned up and down spins is antisymmetric only within each species.

```lean
/-- The configurations at which the wave function does not vanish. -/
abbrev NonNodal {X : Type*} (ψ : X → ℝ) := {x : X // ψ x ≠ 0}
```

`NonNodal ψ` is the set of configurations with $\psi(x)\neq0$. An element is a pair: the configuration `x.1` and the proof `x.2` that $\psi$ does not vanish there.

```lean
/-- Exchange of particles, acting on the non-nodal configurations of a fermionic
wave function. -/
def exchange {ψ : X → ℝ} (hψ : IsFermionic α ψ) (g : Perm α) (x : NonNodal ψ) :
    NonNodal ψ :=
  ⟨g • x.1, by
    rw [hψ g x.1]
    exact mul_ne_zero (Int.cast_ne_zero.2 (Units.ne_zero _)) x.2⟩
```

Because $\psi(gx)=\pm\psi(x)$, a permutation takes non-nodal points to non-nodal points. `exchange hψ g x` is $gx$ together with the proof of this.

```lean
/-- An equivalence of non-nodal configurations is a cell relation if it is invariant under
exchanges and relates only configurations where the wave function has the same sign. -/
structure IsCellRelation {ψ : X → ℝ} (hψ : IsFermionic α ψ) (s : Setoid (NonNodal ψ)) :
    Prop where
  invariant : ∀ g x y, s.r x y → s.r (exchange hψ g x) (exchange hψ g y)
  same_sign : ∀ x y, s.r x y → 0 < ψ x.1 * ψ y.1
```

A `Setoid` is an equivalence relation, and `s.r x y` is $x\sim y$. It counts as a cell relation if $x\sim y$ implies $gx\sim gy$, and if $x\sim y$ implies $\psi(x)\psi(y)>0$. A "cell" is a class of any such relation; the relation defined by paths comes later.

```lean
variable {ψ : X → ℝ} {hψ : IsFermionic α ψ} {s : Setoid (NonNodal ψ)}

/-- The identity permutation leaves a non-nodal configuration unchanged. -/
theorem exchange_one (x : NonNodal ψ) : exchange hψ 1 x = x :=
  Subtype.ext (one_smul _ x.1)
```

This is $1x=x$ for non-nodal points.

```lean
/-- Successive exchanges compose as permutations. -/
theorem exchange_mul (a b : Perm α) (x : NonNodal ψ) :
    exchange hψ (a * b) x = exchange hψ a (exchange hψ b x) :=
  Subtype.ext (mul_smul a b x.1)
```

This is $(ab)x=a(bx)$ for non-nodal points.

## Permutations that return a point to its cell

```lean
/-- The group of permutations that carry a configuration `x₀` to a point of its own cell. -/
def returnGroup (hs : IsCellRelation hψ s) (x₀ : NonNodal ψ) : Subgroup (Perm α) where
  carrier := {g | s.r x₀ (exchange hψ g x₀)}
  one_mem' := Eq.subst (motive := fun y => s.r x₀ y) (exchange_one (hψ := hψ) x₀).symm
    (s.iseqv.refl x₀)
  mul_mem' {a b} ha hb := by
    have h := hs.invariant a _ _ hb
    rw [← exchange_mul] at h
    exact s.iseqv.trans ha h
  inv_mem' {a} ha := by
    have h := hs.invariant a⁻¹ _ _ ha
    rw [← exchange_mul, inv_mul_cancel, exchange_one] at h
    exact s.iseqv.symm h
```

Fix a non-nodal point $x_0$ and set
$$H=\{g\in S_n : x_0\sim gx_0\}.$$
The definition includes the proof that $H$ is a subgroup:

- The identity is in $H$ because $x_0\sim x_0$.
- If $a,b\in H$, applying $a$ to $x_0\sim bx_0$ gives $ax_0\sim abx_0$. With $x_0\sim ax_0$, this yields $x_0\sim abx_0$.
- If $a\in H$, applying $a^{-1}$ to $x_0\sim ax_0$ gives $a^{-1}x_0\sim x_0$.

```lean
/-- Only even permutations can carry a configuration to a point of its own cell. -/
theorem returnGroup_le (hs : IsCellRelation hψ s) (x₀ : NonNodal ψ) :
    returnGroup hs x₀ ≤ alternatingGroup α := by
  intro g hg
  have h := hs.same_sign _ _ hg
  change 0 < ψ x₀.1 * ψ (g • x₀.1) at h
  rw [hψ g] at h
  rcases Int.units_eq_one_or (Perm.sign g) with e | e
  · exact Perm.mem_alternatingGroup.2 e
  · rw [e] at h
    simp only [Units.val_neg, Units.val_one, Int.cast_neg, Int.cast_one] at h
    nlinarith [mul_self_nonneg (ψ x₀.1)]
```

The alternating group $A_n$ consists of the even permutations, and the theorem says $H\le A_n$. For $g\in H$,
$$0<\psi(x_0)\psi(gx_0)=\operatorname{sgn}(g)\,\psi(x_0)^2 .$$
If $g$ were odd, the right side would be $-\psi(x_0)^2\le0$. The `rcases` line splits the two signs, and `nlinarith` finds the contradiction in the odd case.

## Counting cells by cosets

```lean
/-- If the exchanged copies of `x₀` reach every cell, the number of cells is the index of
the group of permutations that carry `x₀` to a point of its own cell. -/
theorem card_cells_eq_index (hs : IsCellRelation hψ s) (x₀ : NonNodal ψ)
    (tile : ∀ y, ∃ g, s.r y (exchange hψ g x₀)) :
    Nat.card (Quotient s) = (returnGroup hs x₀).index := by
  -- two copies share a cell exactly when their permutations share a coset
  have key : ∀ a b : Perm α, s.r (exchange hψ a x₀) (exchange hψ b x₀) ↔
      a⁻¹ * b ∈ returnGroup hs x₀ := by
    intro a b
    constructor
    · intro h
      have h' := hs.invariant a⁻¹ _ _ h
      rw [← exchange_mul, ← exchange_mul, inv_mul_cancel, exchange_one] at h'
      exact h'
    · intro h
      have h' := hs.invariant a x₀ (exchange hψ (a⁻¹ * b) x₀) h
      rw [← exchange_mul, mul_inv_cancel_left] at h'
      exact h'
  let f : Perm α ⧸ returnGroup hs x₀ → Quotient s :=
    Quotient.lift (s := QuotientGroup.leftRel (returnGroup hs x₀))
      (fun g => Quotient.mk s (exchange hψ g x₀))
      (fun a b h => Quotient.sound ((key a b).2 (QuotientGroup.leftRel_apply.1 h)))
  have hf : Function.Bijective f := by
    constructor
    · rintro ⟨a⟩ ⟨b⟩ h
      exact Quotient.sound (QuotientGroup.leftRel_apply.2 ((key a b).1 (Quotient.exact h)))
    · rintro ⟨y⟩
      obtain ⟨g, hg⟩ := tile y
      exact ⟨QuotientGroup.mk g, Quotient.sound (s.iseqv.symm hg)⟩
  exact (Nat.card_congr (Equiv.ofBijective f hf)).symm
```

The hypothesis `tile` says that every non-nodal $y$ satisfies $y\sim gx_0$ for some $g$. Physically, all cells are permuted copies of one cell. This tiling property is known for fermionic ground states with a reasonable local potential; here it is assumed.

The statement is that the number of cells equals the index $[S_n:H]$. First, `key` shows
$$ax_0\sim bx_0\iff a^{-1}b\in H,$$
by applying $a^{-1}$ in one direction and $a$ in the other. The right side says that $a$ and $b$ lie in the same coset, $aH=bH$. The map `f` sends the coset $aH$ to the cell of $ax_0$. By `key` it is well defined and injective, and by `tile` it is surjective. Cosets and cells are therefore equal in number.

```lean
/-- For at least two particles, if every 3-cycle carries `x₀` to a point of its own cell and
the exchanged copies of `x₀` reach every cell, there are exactly two cells. -/
theorem two_cells [Nontrivial α] (hs : IsCellRelation hψ s) (x₀ : NonNodal ψ)
    (cyc : ∀ c : Perm α, c.IsThreeCycle → s.r x₀ (exchange hψ c x₀))
    (tile : ∀ y, ∃ g, s.r y (exchange hψ g x₀)) :
    Nat.card (Quotient s) = 2 := by
  -- the 3-cycles generate all even permutations
  have hH : returnGroup hs x₀ = alternatingGroup α := by
    apply le_antisymm (returnGroup_le hs x₀)
    rw [← Perm.closure_three_cycles_eq_alternating]
    exact (Subgroup.closure_le _).2 (fun c hc => cyc c hc)
  rw [card_cells_eq_index hs x₀ tile, hH, alternatingGroup.index_eq_two]
```

`Nontrivial α` means $n\ge2$. The hypothesis `cyc` says that $x_0\sim cx_0$ for every 3-cycle $c$: three particles can be cyclically permuted without leaving the cell. The conclusion is that the set of cells, `Quotient s`, has exactly two elements.

By `cyc`, $H$ contains all 3-cycles. These generate $A_n$, so $A_n\le H$. The previous bound gives $H\le A_n$, hence $H=A_n$, and
$$\#\text{cells}=[S_n:A_n]=2 .$$
In the code, `le_antisymm` combines the two inclusions and the final `rw` evaluates the index.

The smallest case is $n=2$. There are no 3-cycles, so `cyc` holds automatically, and $H$ is trivial with index two. For two particles on a line with the unnormalised but normalisable function $\psi(x_1,x_2)=(x_1-x_2)\,e^{-(x_1^2+x_2^2)/2}$, in dimensionless coordinates, the cells are $x_1>x_2$ and $x_1<x_2$, and the swap maps one onto the other.

## From two cells back to the 3-cycles

```lean
/-- Conversely, if at least two particles have exactly two cells, every 3-cycle carries any
non-nodal `x₀` to a point of its own cell, and the exchanged copies of `x₀` reach every cell. -/
theorem connected_of_two_cells [Nontrivial α] (hs : IsCellRelation hψ s) (x₀ : NonNodal ψ)
    (two : Nat.card (Quotient s) = 2) :
    (∀ c : Perm α, c.IsThreeCycle → s.r x₀ (exchange hψ c x₀)) ∧
      ∀ y, ∃ g, s.r y (exchange hψ g x₀) := by
  obtain ⟨a, b, hab⟩ := exists_pair_ne α
  have hne : ¬ s.r (exchange hψ (swap a b) x₀) x₀ := by
    intro h
    have e := Perm.mem_alternatingGroup.1 (returnGroup_le hs x₀ (s.iseqv.symm h))
    rw [Perm.sign_swap hab] at e
    exact absurd e (by decide)
  obtain ⟨q, _, hq⟩ := (Nat.card_eq_two_iff' (Quotient.mk s x₀)).1 two
  -- every point lies in the cell of `x₀` or in that of its transposed copy
  have dich : ∀ y, s.r y x₀ ∨ s.r y (exchange hψ (swap a b) x₀) := by
    intro y
    by_cases h : s.r y x₀
    · exact Or.inl h
    · exact Or.inr (Quotient.exact
        ((hq (Quotient.mk s y) (fun e => h (Quotient.exact e))).trans
          (hq (Quotient.mk s _) (fun e => hne (Quotient.exact e))).symm))
  constructor
  · intro c hc
    rcases dich (exchange hψ c x₀) with h | h
    · exact s.iseqv.symm h
    · have p := hs.same_sign _ _ h
      change 0 < ψ (c • x₀.1) * ψ (swap a b • x₀.1) at p
      rw [hψ c, hψ (swap a b), hc.sign, Perm.sign_swap hab] at p
      simp only [Units.val_neg, Units.val_one, Int.cast_neg, Int.cast_one] at p
      nlinarith [mul_self_nonneg (ψ x₀.1)]
  · intro y
    rcases dich y with h | h
    · exact ⟨1, by rw [exchange_one]; exact h⟩
    · exact ⟨swap a b, h⟩
```

The converse holds for every non-nodal $x_0$: if there are exactly two cells, both `cyc` and `tile` follow.

Choose two different labels and let $\tau$ be their swap. Since $\tau$ is odd, it is not in $H$, so $x_0$ and $\tau x_0$ lie in different cells (`hne`). With only two cells, every $y$ satisfies $y\sim x_0$ or $y\sim\tau x_0$ (`dich`). This already gives `tile`, with $g=1$ or $g=\tau$.

Now let $c$ be a 3-cycle, which is even. If $cx_0\sim\tau x_0$, then
$$0<\psi(cx_0)\psi(\tau x_0)=(+1)(-1)\,\psi(x_0)^2\le0,$$
which is impossible. Hence $cx_0\sim x_0$.

## Cells defined by paths that avoid the node

```lean
/-- Two non-nodal configurations are equivalent if a continuous path that avoids the node
joins them. -/
def pathRelation {X : Type*} [TopologicalSpace X] (ψ : X → ℝ) : Setoid (NonNodal ψ) :=
  ⟨Joined, ⟨fun x => Joined.refl x, fun h => h.symm, fun h k => h.trans k⟩⟩
```

Now `X` has a topology. `Joined` means that a continuous path connects two points. The path runs inside `NonNodal ψ`, so it never meets the node. Constant, reversed and concatenated paths make this an equivalence relation.

```lean
/-- For a continuous fermionic wave function and continuous exchanges, being joined by a
path that avoids the node is a cell relation. -/
theorem pathRelation_isCellRelation [TopologicalSpace X] [ContinuousConstSMul (Perm α) X]
    (hψ : IsFermionic α ψ) (hc : Continuous ψ) : IsCellRelation hψ (pathRelation ψ) where
  invariant := by
    rintro g x y ⟨γ⟩
    have hg : Continuous (exchange hψ g) :=
      Continuous.subtype_mk ((continuous_const_smul g).comp continuous_subtype_val) _
    exact ⟨γ.map hg⟩
  same_sign := by
    rintro x y ⟨γ⟩
    by_contra hneg
    have hf : Continuous (fun t => ψ x.1 * ψ (γ t).1) :=
      continuous_const.mul (hc.comp (continuous_subtype_val.comp γ.continuous))
    -- a change of sign would force the path through the node
    have h1 : ψ x.1 * ψ (γ 1).1 ≤ 0 := by
      rw [γ.target]
      exact not_lt.1 hneg
    have h0 : 0 ≤ ψ x.1 * ψ (γ 0).1 := by
      rw [γ.source]
      exact mul_self_nonneg _
    obtain ⟨t, ht⟩ := mem_range_of_exists_le_of_exists_ge hf ⟨1, h1⟩ ⟨0, h0⟩
    exact mul_ne_zero x.2 (γ t).2 ht
```

If $\psi$ is continuous and each map $x\mapsto gx$ is continuous, the path relation satisfies both conditions for a cell relation.

For invariance, a path $\gamma$ from $x$ to $y$ is carried by $g$ to a path $g\gamma$ from $gx$ to $gy$, again off the node. For the sign, let
$$f(t)=\psi(x)\,\psi(\gamma(t)),\qquad 0\le t\le1 .$$
Then $f(0)=\psi(x)^2\ge0$. Suppose $f(1)=\psi(x)\psi(y)\le0$. By the intermediate value theorem $f(t)=0$ for some $t$, but both factors are nonzero along the path. So $\psi(x)\psi(y)>0$. The code argues in the same way, with `by_contra` introducing the supposition.

The two counting theorems therefore apply to path-connected nodal cells. For electrons of one spin species one takes $X$ to be the space of their coordinates, with permutations relabelling the particles; that identification is left to the reader. For a given trial function, `cyc` and `tile` must also be established separately.

## Three fermions on three sites

```lean
/-- The amplitude of three fermions on three sites: the sign of their arrangement. -/
def siteAmplitude (g : Perm (Fin 3)) : ℝ := ((Perm.sign g : ℤ) : ℝ)
```

Three sites each hold one of three labelled fermions. An arrangement is a permutation $x$ sending each site to the label found there, and its amplitude is $\operatorname{sgn}(x)$, without normalisation. With the factor $1/\sqrt6$ the six squared amplitudes would sum to one.

```lean
/-- The amplitude of three fermions on three sites is fermionic. -/
theorem siteAmplitude_fermionic : IsFermionic (Fin 3) siteAmplitude := by
  intro g x
  change ((Perm.sign (g * x) : ℤ) : ℝ) = ((Perm.sign g : ℤ) : ℝ) * ((Perm.sign x : ℤ) : ℝ)
  rw [Perm.sign_mul, Units.val_mul, Int.cast_mul]
```

Relabelling the particles turns $x$ into the product $gx$. Antisymmetry is then $\operatorname{sgn}(gx)=\operatorname{sgn}(g)\operatorname{sgn}(x)$.

```lean
/-- For three fermions on three sites, equality of the arrangement signs is a cell relation,
and any arrangement `x₀` meets the 3-cycle and covering conditions. -/
theorem two_cells_witness (x₀ : NonNodal siteAmplitude) :
    let s := Setoid.ker (fun x : NonNodal siteAmplitude => Perm.sign x.1)
    IsCellRelation siteAmplitude_fermionic s ∧
      (∀ c : Perm (Fin 3), c.IsThreeCycle →
        s.r x₀ (exchange siteAmplitude_fermionic c x₀)) ∧
      ∀ y, ∃ g, s.r y (exchange siteAmplitude_fermionic g x₀) := by
  refine ⟨⟨?_, ?_⟩, ?_, ?_⟩
  · intro g x y h
    change Perm.sign x.1 = Perm.sign y.1 at h
    change Perm.sign (g * x.1) = Perm.sign (g * y.1)
    rw [Perm.sign_mul, Perm.sign_mul, h]
  · intro x y h
    change Perm.sign x.1 = Perm.sign y.1 at h
    have e : siteAmplitude x.1 = siteAmplitude y.1 := by
      unfold siteAmplitude
      rw [h]
    rw [e]
    exact mul_self_pos.2 y.2
  · intro c hc
    change Perm.sign x₀.1 = Perm.sign (c * x₀.1)
    rw [Perm.sign_mul, hc.sign, one_mul]
  · intro y
    refine ⟨y.1 * x₀.1⁻¹, ?_⟩
    change Perm.sign y.1 = Perm.sign (y.1 * x₀.1⁻¹ * x₀.1)
    rw [inv_mul_cancel_right]

end FixedNodeTwoCells
```

Here $x\sim y$ is defined as $\operatorname{sgn}(x)=\operatorname{sgn}(y)$; no paths are involved. The theorem verifies the hypotheses of `two_cells` for any arrangement $x_0$:

- Multiplying both arrangements by $g$ changes both signs by the same factor, so the relation is invariant.
- Equal signs give equal nonzero amplitudes, whose product is positive.
- A 3-cycle is even, so $\operatorname{sgn}(cx_0)=\operatorname{sgn}(x_0)$.
- For any $y$, the choice $g=yx_0^{-1}$ gives $gx_0=y$.

The two cells are the three even and the three odd arrangements.

```lean
#print axioms FixedNodeTwoCells.two_cells
#print axioms FixedNodeTwoCells.connected_of_two_cells
#print axioms FixedNodeTwoCells.pathRelation_isCellRelation
```

```
'FixedNodeTwoCells.two_cells' depends on axioms: [propext, Classical.choice, Quot.sound]
'FixedNodeTwoCells.connected_of_two_cells' depends on axioms: [propext, Classical.choice, Quot.sound]
'FixedNodeTwoCells.pathRelation_isCellRelation' depends on axioms: [propext, Classical.choice, Quot.sound]
```
